# RPA matrix elements and frequencies of the Lipkin model in its uncorrelated reference state

A: For $N$ particles in the Lipkin model, with every particle in the lower level, the double commutators that give the RPA matrix elements are
$$\langle[J_-,[H,J_+]]\rangle=Ne,\qquad \langle[J_-,[H,J_-]]\rangle=-N(N-1)V.$$
For $N>0$ the resulting RPA equations have a non-zero solution exactly when $\omega^2=e^2-((N-1)V)^2$. Here $H=eJ_0+\tfrac V2(J_+^2+J_-^2)$, $e$ is the level spacing and $V$ is the strength with which pairs of particles change level together.

Q: Before I believe that, what are the operators in the formal version?

A: Complex square matrices on a finite index set. `bracket` is the commutator, and `expect v A` is $\langle v,Av\rangle$, conjugate-linear in the left slot.

```lean
import Mathlib

open Matrix

namespace LipkinRPA

noncomputable section

variable {n : Type*} [Fintype n] [DecidableEq n]

/-- The commutator `[A, B] = AB - BA` of two operators. -/
def bracket (A B : Matrix n n ℂ) : Matrix n n ℂ := A * B - B * A

/-- The expression `⟨v, A v⟩`, the expectation value of `A` when `v` is a unit vector. -/
def expect (v : n → ℂ) (A : Matrix n n ℂ) : ℂ := star v ⬝ᵥ (A *ᵥ v)
```

A: The Hamiltonian has real $e$ and $V$ of either sign. The matrix elements are $A=\langle[J_-,[H,J_+]]\rangle$ and $B=-\langle[J_-,[H,J_-]]\rangle$; note the minus sign in $B$.

```lean
/-- The Lipkin Hamiltonian `H = e J0 + (V/2)(J+² + J-²)`. -/
def lipkinH (e V : ℝ) (J0 Jp Jm : Matrix n n ℂ) : Matrix n n ℂ :=
  (e : ℂ) • J0 + ((V : ℂ) / 2) • (Jp * Jp + Jm * Jm)

/-- The RPA matrix element `A = ⟨[J-, [H, J+]]⟩`. -/
def rpaA (H Jp Jm : Matrix n n ℂ) (v : n → ℂ) : ℂ := expect v (bracket Jm (bracket H Jp))

/-- The RPA matrix element `B = -⟨[J-, [H, J-]]⟩`. -/
def rpaB (H Jm : Matrix n n ℂ) (v : n → ℂ) : ℂ := -expect v (bracket Jm (bracket H Jm))
```

Q: Where do the particles enter? I see only matrices.

A: Through the algebra and the reference state. $J_0$ is half the population difference between upper and lower level, while $J_+$ and $J_-$ promote and demote one particle, summed over particles. What the proofs use is this:
$$[J_0,J_+]=J_+,\quad [J_0,J_-]=-J_-,\quad [J_+,J_-]=2J_0.$$

```lean
/-- The quasispin relations `[J0, J+] = J+`, `[J0, J-] = -J-`, `[J+, J-] = 2 J0`. -/
structure IsQuasispin (J0 Jp Jm : Matrix n n ℂ) : Prop where
  raise : bracket J0 Jp = Jp
  lower : bracket J0 Jm = -Jm
  pair : bracket Jp Jm = (2 : ℂ) • J0
```

A: The state $v$ has unit norm. $J_-v=0$ says that the collective operator $J_-$ annihilates it, and $J_0v=-\tfrac N2v$ says that the lower level holds $N$ more particles than the upper one. In a system of $N$ particles this is the state with all of them below. The conditions also admit other states, such as the two-particle singlet with $N=0$.

```lean
/-- A lowest-weight reference state: a unit vector with `J- v = 0` and `J0 v = -(N/2) v`. -/
structure IsReference (N : ℕ) (J0 Jm : Matrix n n ℂ) (v : n → ℂ) : Prop where
  unit : star v ⬝ᵥ v = 1
  lowest : Jm *ᵥ v = 0
  weight : J0 *ᵥ v = (-((N : ℂ) / 2)) • v
```

Q: Does $J_-v=0$ really matter, given the value of $J_0$?

A: In the formal version, yes, because nothing there ties $N$ to the number of particles. If $N$ is that number, the weight condition already puts every particle below, and $J_-v=0$ follows. Otherwise it can fail: for two particles take $v=(|{\downarrow\uparrow}\rangle+|{\uparrow\downarrow}\rangle)/\sqrt2$. Then $J_0v=0$, which fits the weight condition with $N=0$, but $J_-v\neq0$. Since $J_+J_-v=J_-J_+v=2v$, the operator formula below gives $\langle[J_-,[H,J_-]]\rangle=4V$, whereas $-N(N-1)V$ would be $0$.

Q: Then show me the double commutators.

A: They are linear in $H$, so each term can be treated separately.

```lean
variable {J0 Jp Jm : Matrix n n ℂ} {v : n → ℂ} {N : ℕ}

/-- A double commutator with the Lipkin Hamiltonian splits into its one-body and
two-body parts. -/
theorem bracket_lipkinH (e V : ℝ) (J0 Jp Jm A B : Matrix n n ℂ) :
    bracket A (bracket (lipkinH e V J0 Jp Jm) B) = (e : ℂ) • bracket A (bracket J0 B) +
      ((V : ℂ) / 2) • (bracket A (bracket (Jp * Jp) B) + bracket A (bracket (Jm * Jm) B)) := by
  simp only [bracket, lipkinH, add_mul, mul_add, sub_mul, mul_sub, smul_mul_assoc,
    mul_smul_comm]
  module
```

A: For $[J_-,[H,J_+]]$, the one-body term gives $[J_-,[J_0,J_+]]=[J_-,J_+]=-2J_0$. The $J_+^2$ term vanishes because $J_+^2$ commutes with $J_+$. For the last term,
$$[J_-^2,J_+]=-2(J_-J_0+J_0J_-),\qquad [J_-,J_0]=J_-,$$
so $[J_-,[J_-^2,J_+]]=-4J_-^2$. Together,
$$[J_-,[H,J_+]]=-2eJ_0-2VJ_-^2.$$
In Lean, `h1`, `h2` and `h3` are these three terms. The `linear_combination` line multiplies the commutation relations by operators on the left or right, and `noncomm_ring` checks the rest without reordering factors.

```lean
/-- For quasispin operators, `[J-, [H, J+]] = -2e J0 - 2V J-²`. -/
theorem lower_H_raise (hJ : IsQuasispin J0 Jp Jm) (e V : ℝ) :
    bracket Jm (bracket (lipkinH e V J0 Jp Jm) Jp) =
      (-(2 * (e : ℂ))) • J0 - (2 * (V : ℂ)) • (Jm * Jm) := by
  have l := hJ.lower
  have h := hJ.pair
  rw [two_smul] at h
  unfold bracket at l h
  have h1 : bracket Jm (bracket J0 Jp) = -(J0 + J0) := by
    rw [hJ.raise, ← h, bracket, neg_sub]
  have h2 : bracket Jm (bracket (Jp * Jp) Jp) = 0 := by
    simp only [bracket, mul_assoc, sub_self, mul_zero, zero_mul]
  have h3 : bracket Jm (bracket (Jm * Jm) Jp) =
      -(Jm * Jm + Jm * Jm + Jm * Jm + Jm * Jm) := by
    unfold bracket
    linear_combination (norm := noncomm_ring)
      h * (Jm * Jm) - (Jm * Jm) * h + 2 * (l * Jm) + 2 * (Jm * l)
  rw [bracket_lipkinH, h1, h2, h3]
  module
```

A: For $[J_-,[H,J_-]]$, the $J_0$ term gives $[J_-,-J_-]=0$ and the $J_-^2$ term vanishes. What remains is $[J_+^2,J_-]=2(J_+J_0+J_0J_+)$, with
$$[J_-,J_+J_0]=-2J_0^2+J_+J_-,\qquad [J_-,J_0J_+]=J_-J_+-2J_0^2.$$
Adding these, doubling and multiplying by $V/2$,
$$[J_-,[H,J_-]]=V(J_+J_-+J_-J_+-4J_0^2).$$

```lean
/-- For quasispin operators, `[J-, [H, J-]] = V (J+ J- + J- J+ - 4 J0²)`. -/
theorem lower_H_lower (hJ : IsQuasispin J0 Jp Jm) (e V : ℝ) :
    bracket Jm (bracket (lipkinH e V J0 Jp Jm) Jm) =
      (V : ℂ) • (Jp * Jm + Jm * Jp - (4 : ℂ) • (J0 * J0)) := by
  have r := hJ.raise
  have l := hJ.lower
  have h := hJ.pair
  rw [two_smul] at h
  unfold bracket at r l h
  have h1 : bracket Jm (bracket J0 Jm) = 0 := by
    rw [hJ.lower, bracket, mul_neg, neg_mul, sub_self]
  have h2 : bracket Jm (bracket (Jm * Jm) Jm) = 0 := by
    simp only [bracket, mul_assoc, sub_self, mul_zero, zero_mul]
  have h3 : bracket Jm (bracket (Jp * Jp) Jm) =
      (Jp * Jm + Jm * Jp - (J0 * J0 + J0 * J0 + J0 * J0 + J0 * J0)) +
      (Jp * Jm + Jm * Jp - (J0 * J0 + J0 * J0 + J0 * J0 + J0 * J0)) := by
    unfold bracket
    linear_combination (norm := noncomm_ring)
      Jm * Jp * h + Jm * h * Jp - Jp * h * Jm - h * Jp * Jm
        - 4 * (l * Jp) - 2 * (Jm * r) + 2 * (r * Jm) - 4 * (J0 * h)
  rw [bracket_lipkinH, h1, h2, h3]
  module
```

Q: And the expectation values?

A: In the first identity $J_-^2v=0$, leaving $-2e(-N/2)=Ne$. In the second, $J_+J_-v=0$ and $J_-J_+v=(J_+J_--2J_0)v=Nv$, while $4J_0^2v=N^2v$. The result is $V(N-N^2)=-N(N-1)V$. The Lean proof makes the same rearrangement in `hmp`, then lets everything act on $v$. It holds for $N=0$ too, where both elements vanish.

```lean
/-- For quasispin operators and a reference state `v`, the double commutators of the Lipkin
Hamiltonian that give the RPA matrix elements are `⟨[J-, [H, J+]]⟩ = N e` and
`⟨[J-, [H, J-]]⟩ = -N(N-1)V`. -/
theorem rpa_matrix_elements (hJ : IsQuasispin J0 Jp Jm) (hv : IsReference N J0 Jm v)
    (e V : ℝ) :
    expect v (bracket Jm (bracket (lipkinH e V J0 Jp Jm) Jp)) = N * e ∧
    expect v (bracket Jm (bracket (lipkinH e V J0 Jp Jm) Jm)) = -(N * (N - 1) * V) := by
  -- move J- to the right, where it annihilates the reference state
  have hmp : Jm * Jp = Jp * Jm - (2 : ℂ) • J0 := by
    rw [← hJ.pair, bracket]
    abel
  constructor
  · rw [lower_H_raise hJ]
    simp only [expect, Matrix.sub_mulVec, Matrix.smul_mulVec, ← Matrix.mulVec_mulVec,
      hv.lowest, hv.weight, Matrix.mulVec_zero, dotProduct_sub, dotProduct_smul,
      dotProduct_zero, hv.unit, smul_eq_mul]
    ring
  · rw [lower_H_lower hJ, hmp]
    simp only [expect, Matrix.sub_mulVec, Matrix.add_mulVec, Matrix.smul_mulVec,
      ← Matrix.mulVec_mulVec, hv.lowest, hv.weight, Matrix.mulVec_zero, Matrix.mulVec_smul,
      dotProduct_sub, dotProduct_add, dotProduct_smul, dotProduct_zero, hv.unit, smul_eq_mul]
    ring
```

Q: Matrix elements are not yet an excitation spectrum. Where do the RPA equations come from?

A: Take the excitation operator $Q^\dagger=XJ_+-YJ_-$ and require $\langle[J_-,[H,Q^\dagger]]\rangle=\omega\langle[J_-,Q^\dagger]\rangle$. This reads $AX+BY=\omega SX$, with $S=\langle[J_-,J_+]\rangle=\langle-2J_0\rangle=N$. The same condition with $J_+$ on the left gives $BX+AY=-\omega SY$, if $J_+=J_-^\dagger$ and $J_0$ is Hermitian. The theorem takes both equations as its starting point and does not derive them from the equation of motion.

Dividing by $N$ gives the normalised elements $e$ and $g=(N-1)V$:
$$(e-\omega)X+gY=0,\qquad gX+(e+\omega)Y=0.$$
Multiply the first by $e+\omega$, the second by $g$, and subtract: $(e^2-\omega^2-g^2)X=0$. Eliminating $X$ instead gives the same factor times $Y$. One amplitude is non-zero, so $\omega^2=e^2-g^2$.

Conversely, if $\omega^2=e^2-g^2$ and $e+\omega\neq0$, then $X=e+\omega$, $Y=-g$ solves both equations. If $e+\omega=0$, then $g=0$, and $X=0$, $Y=1$ works. The Lean proof follows these cases. It needs $N>0$ because at $N=0$ both equations read $0=0$ for every $\omega$.

```lean
/-- For quasispin operators and a reference state with `N > 0`, the RPA equations of the Lipkin
Hamiltonian, `AX + BY = ωSX` and `BX + AY = -ωSY` with norm `S = ⟨[J-, J+]⟩` have a non-zero
solution exactly when `ω² = e² - ((N-1)V)²`. -/
theorem rpa_frequency (hJ : IsQuasispin J0 Jp Jm) (hv : IsReference N J0 Jm v)
    (hN : 0 < N) (e V : ℝ) (ω : ℂ) :
    (∃ X Y : ℂ, (X ≠ 0 ∨ Y ≠ 0) ∧
      rpaA (lipkinH e V J0 Jp Jm) Jp Jm v * X + rpaB (lipkinH e V J0 Jp Jm) Jm v * Y =
        ω * (expect v (bracket Jm Jp) * X) ∧
      rpaB (lipkinH e V J0 Jp Jm) Jm v * X + rpaA (lipkinH e V J0 Jp Jm) Jp Jm v * Y =
        -(ω * (expect v (bracket Jm Jp) * Y))) ↔
      ω ^ 2 = (e : ℂ) ^ 2 - (((N : ℂ) - 1) * V) ^ 2 := by
  have hN' : (N : ℂ) ≠ 0 := Nat.cast_ne_zero.mpr hN.ne'
  have hS : expect v (bracket Jm Jp) = N := by
    have hneg : bracket Jm Jp = -bracket Jp Jm := by simp only [bracket, neg_sub]
    rw [hneg, hJ.pair]
    simp only [expect, Matrix.neg_mulVec, Matrix.smul_mulVec, hv.weight, dotProduct_neg,
      dotProduct_smul, hv.unit, smul_eq_mul]
    ring
  obtain ⟨hA, hB⟩ := rpa_matrix_elements hJ hv e V
  simp only [rpaA, rpaB, hA, hB, hS]
  constructor
  · -- eliminate one amplitude and cancel the other
    rintro ⟨X, Y, hX | hY, h1, h2⟩
    · apply mul_left_cancel₀ (mul_ne_zero hN' hX)
      linear_combination (-((e : ℂ) + ω)) * h1 + ((N : ℂ) - 1) * V * h2
    · apply mul_left_cancel₀ (mul_ne_zero hN' hY)
      linear_combination (-((e : ℂ) - ω)) * h2 + ((N : ℂ) - 1) * V * h1
  · intro h
    by_cases ha : (e : ℂ) + ω = 0
    · have hb : ((N : ℂ) - 1) * V = 0 := by
        apply (pow_eq_zero_iff two_ne_zero).mp
        linear_combination h + ((e : ℂ) - ω) * ha
      exact ⟨0, 1, Or.inr one_ne_zero, by linear_combination (N : ℂ) * hb,
        by linear_combination (N : ℂ) * ha⟩
    · exact ⟨e + ω, -(((N : ℂ) - 1) * V), Or.inl ha,
        by linear_combination (-(N : ℂ)) * h, by ring⟩
```

Q: What happens at strong coupling?

A: $\omega$ is complex in the theorem, so $|(N-1)V|>|e|$ is included: the frequencies are then imaginary, the sign of an RPA instability. The equations have the $A$, $B$ structure familiar from linear response in electronic structure, here for a single collective excitation of a finite two-level model.

Q: Does any actual system satisfy your assumptions?

A: Two particles in two levels do. These are the explicit matrices, with $J_-$ the adjoint of $J_+$; the proof checks the relations entry by entry.

```lean
/-- `J0` for two particles in two levels, in the basis down-down, down-up, up-down, up-up. -/
def pairZ : Matrix (Fin 4) (Fin 4) ℂ := !![-1, 0, 0, 0; 0, 0, 0, 0; 0, 0, 0, 0; 0, 0, 0, 1]

/-- `J+` for two particles in two levels, in the same basis. -/
def pairP : Matrix (Fin 4) (Fin 4) ℂ := !![0, 0, 0, 0; 1, 0, 0, 0; 1, 0, 0, 0; 0, 1, 1, 0]

/-- The two-particle matrices, with `J-` the adjoint of `J+` and both particles in the lower
level, satisfy the quasispin relations and the reference-state conditions with `N = 2`. -/
theorem quasispin_witness :
    IsQuasispin pairZ pairP pairPᴴ ∧ IsReference 2 pairZ pairPᴴ ![1, 0, 0, 0] := by
  refine ⟨⟨?_, ?_, ?_⟩, ⟨?_, ?_, ?_⟩⟩
  -- the three commutators, entry by entry
  iterate 3
    · ext i j
      simp only [bracket, Matrix.sub_apply, Matrix.mul_apply, Fin.sum_univ_four,
        Matrix.conjTranspose_apply]
      fin_cases i <;> fin_cases j <;> simp [pairZ, pairP] <;> norm_num
  · simp [dotProduct, Fin.sum_univ_four]
  -- the action on the reference state
  iterate 2
    · ext i
      simp only [Matrix.mulVec, dotProduct, Fin.sum_univ_four, Matrix.conjTranspose_apply]
      fin_cases i <;> simp [pairZ, pairP]

end

end LipkinRPA
```

```lean
#print axioms LipkinRPA.rpa_matrix_elements
-- 'LipkinRPA.rpa_matrix_elements' depends on axioms: [propext, Classical.choice, Quot.sound]
#print axioms LipkinRPA.rpa_frequency
-- 'LipkinRPA.rpa_frequency' depends on axioms: [propext, Classical.choice, Quot.sound]
```

Q: Give me numbers for that case.

A: Take $N=2$, $e=1$, $V=0.6$. Then $A=2$, $B=1.2$, $S=2$ and $\omega^2=1-0.36=0.64$, so $\omega=\pm0.8$. For $\omega=0.8$, the amplitudes $X=0.75$, $Y=-0.25$ satisfy $S(X^2-Y^2)=1$. The first equation reads $1.5-0.3=1.2=0.8\cdot2\cdot0.75$, and the second $0.9-0.5=0.4=0.8\cdot2\cdot0.25$.

Q: So $0.8$ is the excitation energy?

A: It is the RPA frequency built on the uncorrelated reference. Diagonalising $H$ for these two particles gives energies $0$ and $\pm\sqrt{e^2+V^2}$, so the exact lowest gap is about $1.17$. The theorem fixes what this RPA predicts, not how accurate the prediction is.
